# Finite spectra with the same Lorentzian-broadened density carry the same weight at every energy

A calculation on a molecule or a cluster returns a list of sharp levels with weights: orbital energies with multiplicities, or excitation energies with oscillator strengths. Often what is plotted is a smooth curve in which each level has become a Lorentzian, and levels with positive weights that lie much closer together than the line width merge into one peak. Can two different lists lie behind the same curve?

For finite lists and one shared positive half-width they cannot, once levels at the same energy are added together and those of zero total weight are dropped. This applies to broadened densities of states and absorption spectra in electronic structure, provided that the levels are finite in number and share one energy-independent width.

## Finitely many levels

The first spectrum has levels $e_k$ with real weights $w_k$, the second has levels $f_j$ with weights $v_j$. The indices run over the finite types `ι` and `κ`, which may differ in size. Weights may be negative.

```lean
import Mathlib

open Polynomial

namespace LorentzianBroadening

noncomputable section

variable {ι κ : Type*} [Fintype ι] [Fintype κ]
```

The line shape is

$$L_\eta(\omega-e)=\frac{\eta/\pi}{(\omega-e)^2+\eta^2},$$

where $\omega$ is an energy, not a frequency, and $\eta$ is the half-width at half maximum. It stands for a finite lifetime or for a smearing chosen for the plot.

```lean
/-- The normalised Lorentzian line of half-width `η` centred at the energy `e`, for `η > 0`. -/
def lorentzian (η e ω : ℝ) : ℝ := η / Real.pi / ((ω - e) ^ 2 + η ^ 2)
```

The broadened density is $\rho(\omega)=\sum_k w_k L_\eta(\omega-e_k)$.

```lean
/-- The density at energy `ω` of levels `e k` with weights `w k`, each broadened into a Lorentzian
of half-width `η > 0`. -/
def broadened (η : ℝ) (e w : ι → ℝ) (ω : ℝ) : ℝ := ∑ k, w k * lorentzian η (e k) ω
```

The total weight at energy $x$ is $W(x)=\sum_{k:\,e_k=x}w_k$, which is zero where there is no level. For the second spectrum it is written $V(x)$.

```lean
/-- The total weight that a discrete spectrum carries at the energy `x`, summed over all
levels that lie there. -/
def weightAt (e w : ι → ℝ) (x : ℝ) : ℝ := ∑ k, if e k = x then w k else 0
```

Finiteness is used below to clear denominators with a finite product. Without it, agreement on an infinite set of energies is not enough. Put unit weights on all integers in one spectrum and on all half-odd integers in the other. Reflection about $1/4$ exchanges the two, so their densities agree there and, by periodicity, at every $1/4+n$ with $n$ an integer; yet their weights differ. This and the other small counter-examples are ordinary calculations with no theorem in the code.

## A positive half-width

Take finitely many Lorentzians with distinct pairs $p=(a_p,g_p)$ of centre and half-width, all $g_p>0$, and suppose that $\sum_p c_pL_{g_p}(\omega-a_p)=0$ for every $\omega$ in an infinite set $S$. Multiplying by all the denominators, which are nonzero at real $\omega$, gives

$$P(\omega)=\sum_p c_p\frac{g_p}{\pi}\prod_{q\ne p}\big[(\omega-a_q)^2+g_q^2\big]=0\qquad(\omega\in S).$$

A polynomial with infinitely many roots is zero, so $P$ also vanishes at complex arguments. Choose one pair $p_0=(a_0,g_0)$ and set $z=a_0+ig_0$, a pole of its Lorentzian. Since $(z-a_0)^2+g_0^2=0$, every term with $p\neq p_0$ vanishes, and what remains is

$$c_{p_0}\frac{g_0}{\pi}\prod_{q\ne p_0}(z-a_q-ig_q)(z-a_q+ig_q)=0.$$

The first factor vanishes only if $a_q=a_0$ and $g_q=g_0$, which is excluded because the pairs are distinct. The second has imaginary part $g_0+g_q>0$. Hence $c_{p_0}=0$.

In Lean, `p.1` is the centre and `p.2` the half-width, the reverse of the argument order in `lorentzian`. The step `hP` proves that the polynomial is zero, and `aeval` evaluates it at $z$. Then `hprod` shows that the remaining product is nonzero by comparing real and imaginary parts. The hypothesis `hs` supplies positivity at three places: the denominators, the prefactor $g_0/\pi$ and the sum $g_0+g_q$.

```lean
/-- Finitely many Lorentzians with distinct pairs (centre, half-width) and positive half-widths
are linearly independent, even when observed only on an infinite set of energies. -/
theorem lorentzian_independent {s : Finset (ℝ × ℝ)} (hs : ∀ p ∈ s, 0 < p.2)
    {c : ℝ × ℝ → ℝ} {S : Set ℝ} (hS : S.Infinite)
    (h : ∀ ω ∈ S, ∑ p ∈ s, c p * lorentzian p.2 p.1 ω = 0) :
    ∀ p ∈ s, c p = 0 := by
  -- clearing denominators leaves a polynomial with infinitely many roots
  have hP : (∑ p ∈ s, C (c p) * C (p.2 / Real.pi) *
      ∏ q ∈ s.erase p, ((X - C q.1) ^ 2 + C q.2 ^ 2) : ℝ[X]) = 0 := by
    refine Polynomial.eq_zero_of_infinite_isRoot _ (hS.mono fun ω hω => ?_)
    rw [Set.mem_ofPred_eq, Polynomial.IsRoot.def]
    simp only [Polynomial.eval_finsetSum, eval_mul, eval_C, eval_prod, eval_add, eval_pow, eval_sub,
      eval_X]
    rw [← mul_zero (∏ q ∈ s, ((ω - q.1) ^ 2 + q.2 ^ 2)), ← h ω hω, Finset.mul_sum]
    refine Finset.sum_congr rfl fun p hp => ?_
    rw [← Finset.mul_prod_erase s (fun q => (ω - q.1) ^ 2 + q.2 ^ 2) hp]
    have hd : (ω - p.1) ^ 2 + p.2 ^ 2 ≠ 0 := by
      have := hs p hp
      positivity
    unfold lorentzian
    generalize (∏ q ∈ s.erase p, ((ω - q.1) ^ 2 + q.2 ^ 2)) = A
    linear_combination (-(c p * (p.2 / Real.pi) * A)) * mul_inv_cancel₀ hd
  intro p₀ hp₀
  -- evaluate at the complex pole of the chosen Lorentzian
  have h0 := congrArg (aeval ((p₀.1 : ℂ) + (p₀.2 : ℂ) * Complex.I)) hP
  simp only [map_sum, map_mul, map_prod, map_add, map_pow, map_sub, aeval_X, aeval_C,
    map_zero, Complex.coe_algebraMap] at h0
  rw [Finset.sum_eq_single_of_mem p₀ hp₀] at h0
  · have hprod : ∏ q ∈ s.erase p₀, (((p₀.1 : ℂ) + (p₀.2 : ℂ) * Complex.I - (q.1 : ℂ)) ^ 2
        + (q.2 : ℂ) ^ 2) ≠ 0 := by
      refine Finset.prod_ne_zero_iff.2 fun q hq hq0 => ?_
      obtain ⟨hne, hqs⟩ := Finset.mem_erase.1 hq
      have hf : ((p₀.1 : ℂ) + (p₀.2 : ℂ) * Complex.I - (q.1 : ℂ) - (q.2 : ℂ) * Complex.I) *
          ((p₀.1 : ℂ) + (p₀.2 : ℂ) * Complex.I - (q.1 : ℂ) + (q.2 : ℂ) * Complex.I) = 0 := by
        linear_combination hq0 - (q.2 : ℂ) ^ 2 * Complex.I_sq
      have h1 := hs p₀ hp₀
      have h2 := hs q hqs
      rcases mul_eq_zero.1 hf with h3 | h3
      · have hr := congrArg Complex.re h3
        have hi := congrArg Complex.im h3
        simp at hr hi
        exact hne (Prod.ext (by linarith) (by linarith))
      · have hi := congrArg Complex.im h3
        simp at hi
        linarith
    have hw : ((p₀.2 / Real.pi : ℝ) : ℂ) ≠ 0 :=
      Complex.ofReal_ne_zero.2 (div_pos (hs p₀ hp₀) Real.pi_pos).ne'
    exact Complex.ofReal_eq_zero.1
      ((mul_eq_zero.1 ((mul_eq_zero.1 h0).resolve_right hprod)).resolve_right hw)
  · -- every other term contains the factor that vanishes at this pole
    intro p _ hne
    refine mul_eq_zero_of_right _
      (Finset.prod_eq_zero (Finset.mem_erase.2 ⟨hne.symm, hp₀⟩) ?_)
    linear_combination (p₀.2 : ℂ) ^ 2 * Complex.I_sq
```

If widths of both signs were allowed, independence would fail, because $L_{-g}=-L_g$. For two spectra sharing one width, the condition really needed is $\eta\neq0$. At $\eta=0$ the defined function is zero everywhere, not a delta function, so weights 1 and 2 on the same level give the same density.

## Levels at the same energy

At one shared width, independence requires distinct centres, while a spectrum may contain degenerate levels. Let $T$ be a finite set of energies containing all the levels. Sorting the levels by energy gives

$$\sum_k w_kL_\eta(\omega-e_k)=\sum_{x\in T}\Big(\sum_{k:\,e_k=x}w_k\Big)L_\eta(\omega-x)=\sum_{x\in T}W(x)L_\eta(\omega-x).$$

The proof exchanges the two sums and keeps, for each level, the single term $x=e_k$.

```lean
/-- The broadened density is a sum over distinct energies, each Lorentzian multiplied by the
total weight at its centre; `T` is any finite set of energies containing all levels. -/
theorem broadened_eq_sum_weightAt (η : ℝ) (e w : ι → ℝ) {T : Finset ℝ}
    (hT : ∀ k, e k ∈ T) (ω : ℝ) :
    broadened η e w ω = ∑ x ∈ T, weightAt e w x * lorentzian η x ω := by
  simp only [broadened, weightAt, Finset.sum_mul]
  rw [Finset.sum_comm]
  refine Finset.sum_congr rfl fun k _ => ?_
  rw [Finset.sum_eq_single_of_mem (e k) (hT k)]
  · simp
  · intro x _ hx
    simp [hx.symm]
```

To compare two spectra, $T$ must contain the levels of both, together with the energy $x$ in question.

```lean
/-- A finite set of energies can be chosen to contain two given finite spectra and a given
energy. -/
theorem exists_common_grid (e : ι → ℝ) (f : κ → ℝ) (x : ℝ) :
    ∃ T : Finset ℝ, (∀ k, e k ∈ T) ∧ (∀ k, f k ∈ T) ∧ x ∈ T :=
  ⟨insert x (Finset.univ.image e ∪ Finset.univ.image f), by simp, by simp, by simp⟩
```

Only total weights can be recovered: two levels at one energy with weights $1$ and $0$ give the same curve as two with weights $\tfrac12$ and $\tfrac12$.

## Agreement at infinitely many energies

Suppose that the two densities agree on an infinite set $S$. This can be any interval of nonzero length, even one far from every peak. Subtracting the grouped sums gives

$$\sum_{x\in T}[W(x)-V(x)]\,L_\eta(\omega-x)=0\qquad(\omega\in S),$$

and independence yields $W(x)=V(x)$ for each $x\in T$. Since $T$ can be chosen to contain any given energy, this holds at every energy.

The Lean proof applies `lorentzian_independent` to the pairs in `T ×ˢ {η}` with these differences as coefficients. The hypothesis `hS` is passed on to the polynomial step.

```lean
/-- If two finite spectra with real weights have the same Lorentzian-broadened density of
half-width `η > 0` on an infinite set of energies, they carry the same total weight at every
energy. -/
theorem weightAt_eq_of_broadened_eq {η : ℝ} (hη : 0 < η) {e w : ι → ℝ} {f v : κ → ℝ}
    {S : Set ℝ} (hS : S.Infinite) (h : ∀ ω ∈ S, broadened η e w ω = broadened η f v ω)
    (x : ℝ) : weightAt e w x = weightAt f v x := by
  obtain ⟨T, he, hf, hx⟩ := exists_common_grid e f x
  have key := lorentzian_independent (s := T ×ˢ {η})
    (c := fun p => weightAt e w p.1 - weightAt f v p.1)
    (fun p hp => by
      rw [Finset.mem_singleton.1 (Finset.mem_product.1 hp).2]
      exact hη) hS
    (fun ω hω => by
      rw [Finset.sum_product]
      simp only [Finset.sum_singleton, sub_mul, Finset.sum_sub_distrib]
      rw [← broadened_eq_sum_weightAt η e w he ω, ← broadened_eq_sum_weightAt η f v hf ω,
        h ω hω, sub_self])
    (x, η) (Finset.mem_product.2 ⟨hx, Finset.mem_singleton_self η⟩)
  exact sub_eq_zero.1 key
```

Taking $S$ to be the whole real line gives one direction of the following equivalence. The other direction substitutes equal weights into the grouped sums.

```lean
/-- For half-width `η > 0`, two finite spectra have the same broadened density at every real
energy exactly when they carry the same total weight at every energy. -/
theorem broadened_eq_iff {η : ℝ} (hη : 0 < η) (e w : ι → ℝ) (f v : κ → ℝ) :
    (∀ ω, broadened η e w ω = broadened η f v ω) ↔
      ∀ x, weightAt e w x = weightAt f v x := by
  constructor
  · intro h
    exact weightAt_eq_of_broadened_eq hη Set.infinite_univ fun ω _ => h ω
  · intro h ω
    obtain ⟨T, he, hf, _⟩ := exists_common_grid e f 0
    rw [broadened_eq_sum_weightAt η e w he, broadened_eq_sum_weightAt η f v hf]
    exact Finset.sum_congr rfl fun x _ => by rw [h x]
```

If the second spectrum is empty, the statement says that the first density vanishes at every energy exactly when its total weight is zero at every energy.

The theorems assume that the values agree exactly, whereas measured or stored curves have limited accuracy. A single level of weight 1 at energy 0 and two levels of weight $\tfrac12$ at $\pm\delta$ have densities that differ only by order $\delta^2$ for small $\delta$, so limited accuracy can hide a splitting that the exact curve determines.

## An unknown width and a nonzero weight

Let the second density have its own half-width $\gamma>0$, and suppose that the first spectrum has $W(x)\neq0$ at some $x$. If $\eta\neq\gamma$, agreement on $S$ reads

$$\sum_{y\in T}W(y)L_\eta(\omega-y)-\sum_{y\in T}V(y)L_\gamma(\omega-y)=0\qquad(\omega\in S).$$

All the pairs $(y,\eta)$ and $(y,\gamma)$ are distinct, so every coefficient vanishes, including $W(x)$. This is a contradiction, hence $\eta=\gamma$.

The proof uses the set `T ×ˢ {η, γ}` and an `if` that assigns $W$ to one width and $-V$ to the other. The hypothesis `hx0` enters only in the last line.

```lean
/-- If two broadened densities with positive half-widths `η` and `γ` agree on an infinite set of
energies, and the first spectrum has nonzero total weight at some energy, then `η = γ`. -/
theorem width_eq_of_broadened_eq {η γ : ℝ} (hη : 0 < η) (hγ : 0 < γ)
    {e w : ι → ℝ} {f v : κ → ℝ} {S : Set ℝ} (hS : S.Infinite)
    (h : ∀ ω ∈ S, broadened η e w ω = broadened γ f v ω)
    {x : ℝ} (hx0 : weightAt e w x ≠ 0) : η = γ := by
  by_contra hne
  have hne' : γ ≠ η := Ne.symm hne
  obtain ⟨T, he, hf, hx⟩ := exists_common_grid e f x
  -- lines of different width are independent, so nothing can cancel
  have key := lorentzian_independent (s := T ×ˢ {η, γ})
    (c := fun p => if p.2 = η then weightAt e w p.1 else -weightAt f v p.1)
    (fun p hp => by
      have hp2 := (Finset.mem_product.1 hp).2
      rw [Finset.mem_insert, Finset.mem_singleton] at hp2
      rcases hp2 with h2 | h2 <;> rw [h2] <;> assumption) hS
    (fun ω hω => by
      rw [Finset.sum_product]
      simp only [Finset.sum_pair hne, hne', if_true, if_false, neg_mul,
        Finset.sum_add_distrib, Finset.sum_neg_distrib]
      rw [← broadened_eq_sum_weightAt η e w he ω, ← broadened_eq_sum_weightAt γ f v hf ω,
        h ω hω, add_neg_cancel])
    (x, η) (Finset.mem_product.2 ⟨hx, Finset.mem_insert_self η {γ}⟩)
  exact hx0 (by simpa using key)
```

If the total weight is zero at every energy, the width is undetermined, since two such spectra have the same vanishing density at any widths.

## What finitely many samples leave open

With only finitely many sampling energies and no bound on the number of levels, agreement does not fix the weights. For a single sample at $\omega=0$, a level at $0$ with weight 1 and a level at $\eta$ with weight 2 both give the density $1/(\pi\eta)$.

In general, let there be $n$ samples and choose any $n+1$ distinct levels. Requiring the density to vanish at each sample gives $n$ homogeneous linear equations for $n+1$ weights, so a nonzero solution exists. Some $w_k\neq0$, and because the levels are distinct, $W(e_k)=w_k$. This spectrum cannot be told from an empty one at the samples. For $\eta>0$ and $n\ge1$ its weights have both signs, so it is not itself a density of states or an absorption spectrum. Its positive part and its negative part with the sign reversed, however, are two different spectra with positive weights whose densities agree at every sample.

In Lean the equations form the matrix `M`, whose kernel is nonzero by comparison of dimensions. The injectivity hypothesis `he` is what turns a nonzero entry of `w` into a nonzero total weight. Without it the conclusion can fail: if $\eta\neq0$ and both levels lie at the single sampling energy, a vanishing density there forces their total weight to be zero.

```lean
/-- For any finite set of sampling energies and any distinct levels numbering one more than the
samples, there are weights, not all zero, whose broadened density vanishes at every sample. -/
theorem finite_samples_insufficient (η : ℝ) (S : Finset ℝ) {e : Fin (S.card + 1) → ℝ}
    (he : Function.Injective e) :
    ∃ w : Fin (S.card + 1) → ℝ, (∃ x, weightAt e w x ≠ 0) ∧
      ∀ ω ∈ S, broadened η e w ω = 0 := by
  let M : Matrix S (Fin (S.card + 1)) ℝ := Matrix.of fun ω k => lorentzian η (e k) ω
  -- more unknown weights than sampled values: the sampling map has a kernel
  have hker : LinearMap.ker M.mulVecLin ≠ ⊥ :=
    LinearMap.ker_ne_bot_of_finrank_lt (by simp)
  obtain ⟨w, hw, hw0⟩ := Submodule.exists_mem_ne_zero_of_ne_bot hker
  obtain ⟨k, hk⟩ := Function.ne_iff.1 hw0
  refine ⟨w, ⟨e k, ?_⟩, fun ω hω => ?_⟩
  · simpa [weightAt, he.eq_iff] using hk
  · have h := congrFun (LinearMap.mem_ker.1 hw) ⟨ω, hω⟩
    simp only [Matrix.mulVecLin_apply, Matrix.mulVec, dotProduct, M, Matrix.of_apply,
      Pi.zero_apply] at h
    unfold broadened
    exact (Finset.sum_congr rfl fun k _ => mul_comm _ _).trans h

end

end LorentzianBroadening
```

```lean
#print axioms LorentzianBroadening.weightAt_eq_of_broadened_eq
-- 'LorentzianBroadening.weightAt_eq_of_broadened_eq' depends on axioms: [propext, Classical.choice, Quot.sound]
#print axioms LorentzianBroadening.broadened_eq_iff
-- 'LorentzianBroadening.broadened_eq_iff' depends on axioms: [propext, Classical.choice, Quot.sound]
#print axioms LorentzianBroadening.width_eq_of_broadened_eq
-- 'LorentzianBroadening.width_eq_of_broadened_eq' depends on axioms: [propext, Classical.choice, Quot.sound]
#print axioms LorentzianBroadening.finite_samples_insufficient
-- 'LorentzianBroadening.finite_samples_insufficient' depends on axioms: [propext, Classical.choice, Quot.sound]
```
